# Nonnegative residuals bounded by q times their window maximum shrink by q per window

Let $a_0,a_1,\dots$ be nonnegative real numbers, $m$ a natural number and $0\le q\le 1$. If each residual after the first $m+1$ is at most $q$ times the largest of the $m+1$ residuals before it, then for every $k$

$$a_k \le q^{\lfloor k/(m+1)\rfloor}\,\max(a_0,\dots,a_m).$$

For $q<1$ the residuals therefore tend to zero, even though single steps may go up. In electronic structure, the bound applies to the distance from the solution in self-consistent-field iterations where each new iterate is an average of the map's outputs at the last $m+1$ iterates, provided that the map contracts towards the solution and the averaging weights are nonnegative.

## Each new residual is controlled by its window

Write $W_k=\max(a_k,\dots,a_{k+m})$ for the window maximum. The central hypothesis is

$$a_{k+m+1}\le q\,W_k\qquad\text{for all }k\ge 0.$$

This is the condition $a_{k+1}\le q\max(a_{k-m},\dots,a_k)$ for $k\ge m$, with the index shifted to avoid subtraction. It describes a method with memory: a new residual need not improve on the latest one, only on the worst one still in the history. Without it nothing links later residuals to earlier ones, and a constant sequence $a_k=1$ never decays.

In Lean, `a : ℕ → ℝ` is the residual sequence, `windowMax a m k` is $W_k$, and `WindowContractive a q m` is the recursion. The last definition below, `staircase`, is the sequence $q^{\lfloor k/(m+1)\rfloor}$, used later to test the rate; division of natural numbers in Lean already rounds down.

```lean
import Mathlib

open Filter Topology

namespace WindowMaxDecay

noncomputable section

/-- The largest of the `m + 1` consecutive residuals `a k, ..., a (k + m)`. -/
def windowMax (a : ℕ → ℝ) (m k : ℕ) : ℝ :=
  (Finset.range (m + 1)).sup' ⟨0, Finset.mem_range.mpr (Nat.succ_pos m)⟩
    (fun i => a (k + i))

/-- The window recursion: each new residual is at most `q` times the largest of the
preceding `m + 1` residuals. -/
def WindowContractive (a : ℕ → ℝ) (q : ℝ) (m : ℕ) : Prop :=
  ∀ k, a (k + m + 1) ≤ q * windowMax a m k

/-- The staircase sequence, constant on blocks of length `m + 1` and multiplied by `q`
from one block to the next. -/
def staircase (q : ℝ) (m k : ℕ) : ℝ := q ^ (k / (m + 1))
```

The proof turns on `Finset.sup'`, the maximum of a function over a nonempty finite set. It takes a proof of nonemptiness because the real numbers have no least element to serve as the maximum of an empty set; here the index $0$ always lies in the range. Two properties characterise this maximum: every entry lies below it, and it lies below every common upper bound. The next two lemmas state them for windows, and the proof of the bound never needs to know which entry is the largest.

```lean
/-- Every residual in a window is at most the window maximum. -/
theorem le_windowMax (a : ℕ → ℝ) {m i : ℕ} (k : ℕ) (hi : i ≤ m) :
    a (k + i) ≤ windowMax a m k := by
  unfold windowMax
  exact Finset.le_sup' (fun i => a (k + i)) (Finset.mem_range.mpr (by omega))

/-- A common bound on all residuals in a window bounds the window maximum. -/
theorem windowMax_le (a : ℕ → ℝ) {m k : ℕ} {B : ℝ} (h : ∀ i ≤ m, a (k + i) ≤ B) :
    windowMax a m k ≤ B := by
  unfold windowMax
  refine Finset.sup'_le _ _ (fun i hi => h i ?_)
  have := Finset.mem_range.mp hi
  omega
```

## Nonnegative residuals and q at most one keep the window maximum from growing

Residuals are usually norms, so $a_k\ge 0$ costs nothing. The condition $q\le 1$ says that a step never exceeds the worst residual in memory. Together they give $W_{k+1}\le W_k$. The entries $a_{k+1},\dots,a_{k+m}$ of the new window were already in the old one, and the only newcomer satisfies

$$a_{k+m+1}\le qW_k\le W_k,$$

where the second inequality uses both $W_k\ge 0$ and $q\le 1$.

The Lean proof makes the same split: `i < m` is an old entry, `i = m` the new one, and `nlinarith` supplies the displayed inequality.

```lean
/-- Under the window recursion with `q ≤ 1`, the window maximum of nonnegative residuals
never increases as the window moves forward. -/
theorem windowMax_antitone {a : ℕ → ℝ} {q : ℝ} {m : ℕ} (ha : ∀ k, 0 ≤ a k)
    (hq1 : q ≤ 1) (h : WindowContractive a q m) : Antitone (windowMax a m) := by
  refine antitone_nat_of_succ_le (fun k => windowMax_le a (fun i hi => ?_))
  have hW : 0 ≤ windowMax a m k := (ha (k + 0)).trans (le_windowMax a k (Nat.zero_le m))
  rcases Nat.lt_or_ge i m with him | him
  · -- residuals already present in the old window
    have e : k + 1 + i = k + (i + 1) := by omega
    rw [e]
    exact le_windowMax a k him
  · -- the single new residual
    have e : k + 1 + i = k + m + 1 := by omega
    rw [e]
    have h1 := h k
    nlinarith
```

For the bound on $a_k$ stated at the start, both conditions matter once $m\ge 1$. Take $m=1$ and let the recursion hold with equality.

- With $q>1$ and $a_0=a_1=1$, one finds $a_2=q$ and $a_3=q^2$, above the claimed bound $q$.
- With $q=\tfrac12$ and $a_0=a_1=-1$, one finds $a_2=-\tfrac12$ and $a_3=-\tfrac14$, above the claimed bound $-\tfrac12$.

## A nonnegative factor lets the contraction accumulate

Move the window by its full length. Every entry of the new window, with $0\le i\le m$, obeys

$$a_{k+m+1+i}\le qW_{k+i}\le qW_k.$$

The second step multiplies $W_{k+i}\le W_k$ by $q$, which preserves the inequality because $q\ge 0$. Hence $W_{k+m+1}\le qW_k$. In Lean this multiplication is `mul_le_mul_of_nonneg_left`.

```lean
/-- For nonnegative residuals obeying the window recursion with `0 ≤ q ≤ 1`, moving the window
forward by its full length `m + 1` reduces the window maximum at least by the factor `q`. -/
theorem windowMax_contract {a : ℕ → ℝ} {q : ℝ} {m : ℕ} (ha : ∀ k, 0 ≤ a k)
    (hq0 : 0 ≤ q) (hq1 : q ≤ 1) (h : WindowContractive a q m) (k : ℕ) :
    windowMax a m (k + m + 1) ≤ q * windowMax a m k := by
  refine windowMax_le a (fun i _ => ?_)
  have e : k + m + 1 + i = (k + i) + m + 1 := by omega
  rw [e]
  exact (h (k + i)).trans (mul_le_mul_of_nonneg_left
    (windowMax_antitone ha hq1 h (Nat.le_add_right k i)) hq0)
```

By induction on $j$, $W_{j(m+1)}\le q^jW_0$: the case $j=0$ is an equality, and

$$W_{(j+1)(m+1)}\le qW_{j(m+1)}\le q\,q^jW_0=q^{j+1}W_0.$$

Now divide $k$ by the window length, $k=j(m+1)+r$ with $0\le r\le m$. Then $a_k$ lies in the window starting at $j(m+1)$, so $a_k\le W_{j(m+1)}\le q^jW_0$ with $j=\lfloor k/(m+1)\rfloor$. In `residual_le`, the induction is `block`, and `Nat.div_add_mod'` reassembles $k$ from quotient and remainder.

```lean
/-- For `0 ≤ q ≤ 1`, nonnegative residuals obeying the window recursion satisfy `a k ≤ q ^ ⌊k / (m +
1)⌋ * max (a 0, ..., a m)` for every `k`. -/
theorem residual_le {a : ℕ → ℝ} {q : ℝ} {m : ℕ} (ha : ∀ k, 0 ≤ a k)
    (hq0 : 0 ≤ q) (hq1 : q ≤ 1) (h : WindowContractive a q m) (k : ℕ) :
    a k ≤ q ^ (k / (m + 1)) * windowMax a m 0 := by
  -- one factor of `q` for each full window
  have block : ∀ j : ℕ, windowMax a m (j * (m + 1)) ≤ q ^ j * windowMax a m 0 := by
    intro j
    induction j with
    | zero => simp
    | succ j ih =>
      have e : (j + 1) * (m + 1) = j * (m + 1) + m + 1 := by ring
      rw [e]
      calc windowMax a m (j * (m + 1) + m + 1)
          ≤ q * windowMax a m (j * (m + 1)) := windowMax_contract ha hq0 hq1 h _
        _ ≤ q * (q ^ j * windowMax a m 0) := mul_le_mul_of_nonneg_left ih hq0
        _ = q ^ (j + 1) * windowMax a m 0 := by ring
  -- locate `k` inside its block
  have hk : k % (m + 1) ≤ m := Nat.lt_succ_iff.mp (Nat.mod_lt k (Nat.succ_pos m))
  have h1 := le_windowMax a (k / (m + 1) * (m + 1)) hk
  rw [Nat.div_add_mod'] at h1
  exact h1.trans (block _)
```

A negative $q$ would add only a degenerate case: since the residuals are nonnegative, the recursion would force all of them to vanish.

For $m=0$ the window holds one residual, and the theorem reduces to the familiar statement that $a_{k+1}\le qa_k$ implies $a_k\le q^ka_0$.

## Strict contraction gives convergence

For $q<1$ the exponent $\lfloor k/(m+1)\rfloor$ grows without limit, so $q^{\lfloor k/(m+1)\rfloor}W_0\to 0$, and $a_k$ is squeezed between zero and this bound. In the proof, `hdiv` is the growth of the exponent and `squeeze_zero` the final step. At $q=1$ a constant positive sequence satisfies the recursion and does not converge to zero.

```lean
/-- For `q < 1`, nonnegative residuals obeying the window recursion converge to zero. -/
theorem residual_tendsto_zero {a : ℕ → ℝ} {q : ℝ} {m : ℕ} (ha : ∀ k, 0 ≤ a k)
    (hq0 : 0 ≤ q) (hq1 : q < 1) (h : WindowContractive a q m) :
    Tendsto a atTop (𝓝 0) := by
  have hdiv : Tendsto (fun k : ℕ => k / (m + 1)) atTop atTop :=
    tendsto_atTop_atTop.mpr (fun b => ⟨b * (m + 1), fun k hk =>
      (Nat.le_div_iff_mul_le (Nat.succ_pos m)).mpr hk⟩)
  have hpow : Tendsto (fun k : ℕ => q ^ (k / (m + 1))) atTop (𝓝 0) :=
    (tendsto_pow_atTop_nhds_zero_of_lt_one hq0 hq1).comp hdiv
  have hbound := hpow.mul_const (windowMax a m 0)
  rw [zero_mul] at hbound
  exact squeeze_zero ha (residual_le ha hq0 hq1.le h) hbound
```

## The staircase attains the bound

The rate is one factor $q$ per window, not per step. Let $s_k=q^{\lfloor k/(m+1)\rfloor}$. For $0\le q\le 1$ this sequence never increases, so the maximum of each window is its oldest entry, $s_k$. Advancing by $m+1$ raises the exponent by one, giving $s_{k+m+1}=qs_k$: the recursion holds with equality. Since the initial maximum is $1$, the bound is also attained at every $k$. No smaller bound can therefore hold for all sequences of this kind, although a particular calculation may converge much faster.

In the proof, `hW` identifies the window maximum with its oldest entry, and the two remaining goals are the two equalities.

```lean
/-- For `0 ≤ q ≤ 1`, the staircase sequence satisfies the window recursion with equality and attains
the bound of `residual_le` at every step. -/
theorem staircase_sharp {q : ℝ} (hq0 : 0 ≤ q) (hq1 : q ≤ 1) (m k : ℕ) :
    staircase q m (k + m + 1) = q * windowMax (staircase q m) m k ∧
      staircase q m k = q ^ (k / (m + 1)) * windowMax (staircase q m) m 0 := by
  -- the maximum of a window is its oldest entry
  have hW : ∀ j, windowMax (staircase q m) m j = q ^ (j / (m + 1)) := by
    intro j
    apply le_antisymm
    · refine windowMax_le _ (fun i _ => ?_)
      exact pow_le_pow_of_le_one hq0 hq1 (Nat.div_le_div_right (Nat.le_add_right j i))
    · exact le_windowMax (staircase q m) j (Nat.zero_le m)
  constructor
  · have e : (k + m + 1) / (m + 1) = k / (m + 1) + 1 := by
      rw [add_assoc]
      exact Nat.add_div_right k (Nat.succ_pos m)
    rw [hW, staircase, e, pow_succ, mul_comm]
  · rw [hW, staircase, Nat.zero_div, pow_zero, mul_one]
```

## Contraction and convex weights carry the bound to mixing

Let $g$ be a map on a real normed space, $x_*$ the solution, and let the iterates satisfy

$$x_{n+m+1}=\sum_{i=0}^m c_{n,i}\,g(x_{n+i}).$$

The first $m+1$ iterates are arbitrary. In Lean, `E` is the space, `xs` is $x_*$, and `c n i` is the weight $c_{n,i}$, which may change at every step. Three hypotheses, with $0\le q\le 1$, yield the window recursion for the errors $\|x_k-x_*\|$.

**The map contracts towards the solution:** $\|g(y)-x_*\|\le q\|y-x_*\|$ for all $y$. Taking $y=x_*$ shows that $x_*$ is a fixed point. For a self-consistent-field map this is a strong assumption, which may hold only near the solution or not at all; linearity is not required. If $g$ instead doubles every distance to $x_*$, simple iteration diverges from any other starting point.

**The weights sum to one**, so subtracting $x_*$ leaves a weighted sum of errors:

$$x_{n+m+1}-x_*=\sum_{i=0}^m c_{n,i}\bigl(g(x_{n+i})-x_*\bigr).$$

If all weights were zero, the iterates would jump to the origin and stay there, wherever the solution lies.

**The weights are nonnegative**, so $|c_{n,i}|=c_{n,i}$. With $W_n$ now the largest error in the window, the triangle inequality gives

$$\|x_{n+m+1}-x_*\|\le\sum_{i=0}^m c_{n,i}\,q\|x_{n+i}-x_*\|\le qW_n\sum_{i=0}^m c_{n,i}=qW_n.$$

With weights $3$ and $-2$, $g(y)=y/2$ on the real line, $x_0=-1$ and $x_1=1$, the next iterate is $-\tfrac52$, whereas the bound would allow an error of only $\tfrac12$.

This last hypothesis separates the theorem from Anderson mixing and DIIS as usually run: their coefficients come from a least-squares problem and can be negative. The theorem covers updates of the displayed form with convex weights. Damping by a factor $0\le\beta\le 1$ is included by replacing $g(y)$ with $(1-\beta)y+\beta g(y)$ and $q$ with $1-\beta+\beta q$. What the theorem bounds directly is the distance to the solution; the norm of the computable residual $g(x_k)-x_k$ is at most $1+q$ times that distance.

In the Lean proof, `herr` is the error identity, the `calc` block is the chain of inequalities, and `residual_le` finishes the argument.

```lean
/-- Let `g` reduce the distance to `xs` at least by the factor `q`, where `0 ≤ q ≤ 1`, and let each
new iterate be an average of `g` over the last `m + 1` iterates with nonnegative, step-dependent
weights. Then the error at step `k` is at most `q ^ ⌊k / (m + 1)⌋` times the largest initial error.
-/
theorem convex_mixing_error_le {E : Type*} [NormedAddCommGroup E] [NormedSpace ℝ E]
    {g : E → E} {xs : E} {x : ℕ → E} {c : ℕ → ℕ → ℝ} {q : ℝ} {m : ℕ}
    (hq0 : 0 ≤ q) (hq1 : q ≤ 1) (hg : ∀ y, ‖g y - xs‖ ≤ q * ‖y - xs‖)
    (hc0 : ∀ k i, 0 ≤ c k i) (hc1 : ∀ k, ∑ i ∈ Finset.range (m + 1), c k i = 1)
    (hx : ∀ k, x (k + m + 1) = ∑ i ∈ Finset.range (m + 1), c k i • g (x (k + i)))
    (k : ℕ) :
    ‖x k - xs‖ ≤ q ^ (k / (m + 1)) * windowMax (fun j => ‖x j - xs‖) m 0 := by
  refine residual_le (a := fun j => ‖x j - xs‖) (fun j => norm_nonneg _) hq0 hq1 ?_ k
  intro n
  -- weights summing to one turn the update into an average of errors
  have e : ∑ i ∈ Finset.range (m + 1), c n i • xs = xs := by
    rw [← Finset.sum_smul, hc1, one_smul]
  have herr : x (n + m + 1) - xs
      = ∑ i ∈ Finset.range (m + 1), c n i • (g (x (n + i)) - xs) := by
    rw [hx]
    simp only [smul_sub, Finset.sum_sub_distrib, e]
  change ‖x (n + m + 1) - xs‖ ≤ q * windowMax (fun j => ‖x j - xs‖) m n
  rw [herr]
  calc ‖∑ i ∈ Finset.range (m + 1), c n i • (g (x (n + i)) - xs)‖
      ≤ ∑ i ∈ Finset.range (m + 1), ‖c n i • (g (x (n + i)) - xs)‖ := norm_sum_le _ _
    _ ≤ ∑ i ∈ Finset.range (m + 1),
          c n i * (q * windowMax (fun j => ‖x j - xs‖) m n) := by
        refine Finset.sum_le_sum (fun i hi => ?_)
        have him : i ≤ m := Nat.lt_succ_iff.mp (Finset.mem_range.mp hi)
        have hw : ‖x (n + i) - xs‖ ≤ windowMax (fun j => ‖x j - xs‖) m n :=
          le_windowMax (fun j => ‖x j - xs‖) n him
        rw [norm_smul, Real.norm_of_nonneg (hc0 n i)]
        exact mul_le_mul_of_nonneg_left
          ((hg _).trans (mul_le_mul_of_nonneg_left hw hq0)) (hc0 n i)
    _ = q * windowMax (fun j => ‖x j - xs‖) m n := by
        rw [← Finset.sum_mul, hc1, one_mul]

end

end WindowMaxDecay
```

```lean
#print axioms WindowMaxDecay.windowMax_contract
-- 'WindowMaxDecay.windowMax_contract' depends on axioms: [propext, Classical.choice, Quot.sound]
#print axioms WindowMaxDecay.residual_tendsto_zero
-- 'WindowMaxDecay.residual_tendsto_zero' depends on axioms: [propext, Classical.choice, Quot.sound]
#print axioms WindowMaxDecay.staircase_sharp
-- 'WindowMaxDecay.staircase_sharp' depends on axioms: [propext, Classical.choice, Quot.sound]
#print axioms WindowMaxDecay.convex_mixing_error_le
-- 'WindowMaxDecay.convex_mixing_error_le' depends on axioms: [propext, Classical.choice, Quot.sound]
```
